# A vanishing second-order Epstein-Nesbet correction does not guarantee an exact eigenstate

The theorem concerns a real symmetric three-level Hamiltonian with diagonal energies 0, 1 and −1, whose first determinant has unit coupling to each of the other two. With only the first determinant selected, the normalised vector (1, 0, 0) is a selected-CI solution of energy 0, and its second-order Epstein-Nesbet correction is zero, yet it does not solve the full eigenvalue equation at that energy. The correction vanishes because the external determinants contribute −1 and +1, the positive term coming from the one that lies below the selected-CI energy. The attempt proves the parts separately: it writes the correction as a sum over determinants 1 and 2 and leaves the evaluation to `norm_num`, and it refutes the full equation by comparing component 1.

An attempt in Lean 4 with a fault in it:

```lean
import Mathlib

open Matrix

namespace SelectedCIPerturbation

noncomputable section

variable {n : Type*} [Fintype n] [DecidableEq n]

/-- A selected-CI solution: the vector `c` lives on the selected determinants `S` and solves
the eigenvalue equation with energy `E` on the rows belonging to `S`. -/
structure IsSelectedCI (H : Matrix n n ℝ) (S : Finset n) (c : n → ℝ) (E : ℝ) : Prop where
  supp : ∀ a, a ∉ S → c a = 0
  eigen : ∀ i, i ∈ S → (H *ᵥ c) i = E * c i

/-- The squared coupling of `c` to determinant `a`, divided by `E - H a a`. For symmetric `H`,
normalised `c`, external `a` and `E ≠ H a a`, this is the Epstein-Nesbet energy contribution of `a`.
-/
def enTerm (H : Matrix n n ℝ) (c : n → ℝ) (E : ℝ) (a : n) : ℝ :=
  ((H *ᵥ c) a) ^ 2 / (E - H a a)

/-- The sum of `enTerm` over all determinants outside `S`. For a selected-CI solution with symmetric
`H`, normalised `c` and `E` different from the external diagonal energies, this is the second-order
Epstein-Nesbet correction. -/
def pt2 (H : Matrix n n ℝ) (S : Finset n) (c : n → ℝ) (E : ℝ) : ℝ :=
  ∑ a ∈ Sᶜ, enTerm H c E a

/-- A three-level Hamiltonian with diagonal energies zero, one and minus one, in which the first
determinant has unit coupling to each of the other two. -/
def intruder : Matrix (Fin 3) (Fin 3) ℝ := !![0, 1, 1; 1, 1, 0; 1, 0, -1]

/-- With an external diagonal energy below the selected-CI energy, the correction can vanish
although the full eigenvalue equation fails. -/
theorem intruder_cancellation :
    IsSelectedCI intruder {0} ![1, 0, 0] 0 ∧ pt2 intruder {0} ![1, 0, 0] 0 = 0 ∧
      intruder *ᵥ ![1, 0, 0] ≠ (0 : ℝ) • ![1, 0, 0] := by
  refine ⟨⟨?_, ?_⟩, ?_, ?_⟩
  · intro i hi
    fin_cases i <;> simp_all
  · intro i hi
    obtain rfl : i = 0 := by simpa using hi
    simp [intruder, Matrix.mulVec, dotProduct, Fin.sum_univ_succ]
  · have hc : ({0} : Finset (Fin 3))ᶜ = {1, 2} := by decide
    rw [pt2, hc, Finset.sum_pair (by decide)]
    norm_num [enTerm, intruder, Matrix.mulVec, dotProduct, Fin.sum_univ_succ]
  · intro h
    have h1 := congrFun h 1
    norm_num [intruder, Matrix.mulVec, dotProduct, Fin.sum_univ_succ] at h1

end

end SelectedCIPerturbation
```

Compiling this gives:

```
Main.lean:44:2: error: unsolved goals
case refine_3
hc : {0}ᶜ = {1, 2}
⊢ -1 +
      vecCons 0 (fun i => vecCons 1 (fun i => 1) i) 2 ^ 2 /
        -vecCons (![0, 1, 1] 2) (fun i => vecCons (![1, 1, 0] 2) (fun i => ![1, 0, -1] 2) i) 2 =
    0
```

The error is in the part proving that the correction is zero. The goal left over is true, but `norm_num` did not finish evaluating it. The contribution of determinant 1 has become `-1`, while that of determinant 2 still contains matrix entries written as `vecCons … 2`, some with tails of the form `fun i => …`. These lookups at index 2 were not reduced to numbers, so the cancellation could not be checked.

The repair supplies the numbers first. `h1` and `h2` state that both couplings are 1: `simp only` writes each matrix-vector product as a three-term sum, `change` restates it with explicit numerals, which Lean accepts because the two forms are equal by definition, and `norm_num` does the arithmetic. `d1` and `d2` give the diagonal energies 1 and −1 by `rfl`. Once `simp only` has unfolded `enTerm` and put these values in, no lookup at index 2 remains, and the last `norm_num` has only to check that 1²/(0 − 1) + 1²/(0 − (−1)) = 0. The added comment has no effect on the proof.

Fix (accepted with no message):

```diff
@@ -44,5 +44,17 @@
   · have hc : ({0} : Finset (Fin 3))ᶜ = {1, 2} := by decide
     rw [pt2, hc, Finset.sum_pair (by decide)]
-    norm_num [enTerm, intruder, Matrix.mulVec, dotProduct, Fin.sum_univ_succ]
+    -- both couplings are one, the diagonal energies are one and minus one
+    have h1 : (intruder *ᵥ ![1, 0, 0]) 1 = 1 := by
+      simp only [Matrix.mulVec, dotProduct, Fin.sum_univ_three]
+      change (1 : ℝ) * 1 + 1 * 0 + 0 * 0 = 1
+      norm_num
+    have h2 : (intruder *ᵥ ![1, 0, 0]) 2 = 1 := by
+      simp only [Matrix.mulVec, dotProduct, Fin.sum_univ_three]
+      change (1 : ℝ) * 1 + 0 * 0 + (-1) * 0 = 1
+      norm_num
+    have d1 : intruder 1 1 = 1 := rfl
+    have d2 : intruder 2 2 = -1 := rfl
+    simp only [enTerm, h1, h2, d1, d2]
+    norm_num
   · intro h
     have h1 := congrFun h 1
```
